# The difference between the Green's matrix of a finite Hermitian Hamiltonian and its adjoint, for Im z > 0

For a finite Hermitian matrix H and a complex energy z with Im z > 0, let G = (z − H)⁻¹ be the Green's matrix. The theorem `green_sub_conjTranspose` states that G − G† = −2i (Im z) G†G, so the anti-Hermitian part of G is fixed by the product G†G and the distance of z from the real axis. The attempt first shows that G and G† undo z − H and its adjoint, and that (z − H)† − (z − H) is −2i Im z times the identity. A `calc` chain then writes G − G† as this difference placed between G† and G, and takes the scalar out.

As first written in Lean, the proof fails:

```lean
import Mathlib

open Matrix
open scoped Matrix.Norms.L2Operator

noncomputable section

namespace GreenSubConjTranspose

variable {n : Type*} [Fintype n] [DecidableEq n]

/-- The Green's matrix `(z - H)⁻¹`, for `z` not an eigenvalue of `H`. -/
def green (H : Matrix n n ℂ) (z : ℂ) : Matrix n n ℂ := (z • (1 : Matrix n n ℂ) - H)⁻¹

/-- For Hermitian `H`, the matrix `z - H` is diagonal in the eigenbasis of `H`,
with entries `z - l_k`. -/
theorem shift_spectral {H : Matrix n n ℂ} (hH : H.IsHermitian) (z : ℂ) :
    z • (1 : Matrix n n ℂ) - H = (hH.eigenvectorUnitary : Matrix n n ℂ) *
      diagonal (fun k => z - (hH.eigenvalues k : ℂ)) *
      star (hH.eigenvectorUnitary : Matrix n n ℂ) := by
  have h := hH.spectral_theorem
  rw [Unitary.conjStarAlgAut_apply] at h
  have hU := Matrix.mem_unitaryGroup_iff.mp hH.eigenvectorUnitary.2
  have hd : diagonal (fun k => z - (hH.eigenvalues k : ℂ)) =
      z • (1 : Matrix n n ℂ) - diagonal (fun k => (hH.eigenvalues k : ℂ)) := by
    ext i j
    by_cases hij : i = j
    · subst hij; simp
    · simp [hij]
  rw [hd, mul_sub, sub_mul, mul_smul_comm, smul_mul_assoc, mul_one, hU]
  exact congrArg (fun X => z • (1 : Matrix n n ℂ) - X) h

/-- For Hermitian `H` and `Im z > 0` the matrix `z - H` is invertible. -/
theorem shift_isUnit {H : Matrix n n ℂ} (hH : H.IsHermitian) {z : ℂ} (hz : 0 < z.im) :
    IsUnit (z • (1 : Matrix n n ℂ) - H).det := by
  have hU := congrArg Matrix.det (Matrix.mem_unitaryGroup_iff.mp hH.eigenvectorUnitary.2)
  rw [det_mul, det_one] at hU
  rw [shift_spectral hH z, det_mul, det_mul, mul_right_comm, hU, one_mul, det_diagonal,
    isUnit_iff_ne_zero, Finset.prod_ne_zero_iff]
  intro k _ h0
  have him := congrArg Complex.im h0
  simp at him
  linarith

/-- For Hermitian `H` and `Im z > 0`, the Green's matrix obeys
`G - Gᴴ = -2i (Im z) Gᴴ G`. -/
theorem green_sub_conjTranspose {H : Matrix n n ℂ} (hH : H.IsHermitian) {z : ℂ}
    (hz : 0 < z.im) :
    green H z - (green H z)ᴴ =
      (-(2 * Complex.I * (z.im : ℂ))) • ((green H z)ᴴ * green H z) := by
  have h1 : (z • (1 : Matrix n n ℂ) - H) * green H z = 1 :=
    mul_nonsing_inv _ (shift_isUnit hH hz)
  have h2 : (green H z)ᴴ * (z • (1 : Matrix n n ℂ) - H)ᴴ = 1 := by
    rw [← conjTranspose_mul, h1, conjTranspose_one]
  have hs : star z = z - 2 * Complex.I * (z.im : ℂ) := by
    apply Complex.ext <;> simp <;> ring
  have hB : (z • (1 : Matrix n n ℂ) - H)ᴴ - (z • (1 : Matrix n n ℂ) - H) =
      (-(2 * Complex.I * (z.im : ℂ))) • (1 : Matrix n n ℂ) := by
    rw [conjTranspose_sub, conjTranspose_smul, conjTranspose_one, hH.eq, hs]
    module
  calc green H z - (green H z)ᴴ
      = (green H z)ᴴ * (z • (1 : Matrix n n ℂ) - H)ᴴ * green H z
        - (green H z)ᴴ * ((z • (1 : Matrix n n ℂ) - H) * green H z) := by
        rw [h2, h1, one_mul, mul_one]
    _ = (green H z)ᴴ * ((z • (1 : Matrix n n ℂ) - H)ᴴ - (z • (1 : Matrix n n ℂ) - H))
        * green H z := by rw [mul_sub, sub_mul, mul_assoc _ _ (green H z),
          mul_assoc _ _ (green H z), mul_assoc _ _ (green H z)]
    _ = _ := by rw [hB, mul_smul_comm, smul_mul_assoc, mul_one]

end GreenSubConjTranspose
```

Messages:

```
Main.lean:67:10: error: Tactic `rewrite` failed: Did not find an occurrence of the pattern
  ?m.415 * ?m.416 * green H z
in the target expression
  (green H z)ᴴ * ((z • 1 - H)ᴴ * green H z) - (green H z)ᴴ * (z • 1 * green H z - H * green H z) =
    ((green H z)ᴴ * (z • 1 - H)ᴴ - (green H z)ᴴ * (z • 1 - H)) * green H z

n : Type u_1
inst✝¹ : Fintype n
inst✝ : DecidableEq n
H : Matrix n n ℂ
hH : H.IsHermitian
z : ℂ
hz : 0 < z.im
h1 : (z • 1 - H) * green H z = 1
h2 : (green H z)ᴴ * (z • 1 - H)ᴴ = 1
hs : star z = z - 2 * Complex.I * ↑z.im
hB : (z • 1 - H)ᴴ - (z • 1 - H) = -(2 * Complex.I * ↑z.im) • 1
⊢ (green H z)ᴴ * ((z • 1 - H)ᴴ * green H z) - (green H z)ᴴ * (z • 1 * green H z - H * green H z) =
    ((green H z)ᴴ * (z • 1 - H)ᴴ - (green H z)ᴴ * (z • 1 - H)) * green H z
```

The change, after which it compiles:

```diff
@@ -54,17 +54,15 @@
     rw [← conjTranspose_mul, h1, conjTranspose_one]
   have hs : star z = z - 2 * Complex.I * (z.im : ℂ) := by
-    apply Complex.ext <;> simp <;> ring
+    apply Complex.ext <;> simp
+    ring
   have hB : (z • (1 : Matrix n n ℂ) - H)ᴴ - (z • (1 : Matrix n n ℂ) - H) =
       (-(2 * Complex.I * (z.im : ℂ))) • (1 : Matrix n n ℂ) := by
     rw [conjTranspose_sub, conjTranspose_smul, conjTranspose_one, hH.eq, hs]
     module
-  calc green H z - (green H z)ᴴ
-      = (green H z)ᴴ * (z • (1 : Matrix n n ℂ) - H)ᴴ * green H z
-        - (green H z)ᴴ * ((z • (1 : Matrix n n ℂ) - H) * green H z) := by
-        rw [h2, h1, one_mul, mul_one]
-    _ = (green H z)ᴴ * ((z • (1 : Matrix n n ℂ) - H)ᴴ - (z • (1 : Matrix n n ℂ) - H))
-        * green H z := by rw [mul_sub, sub_mul, mul_assoc _ _ (green H z),
-          mul_assoc _ _ (green H z), mul_assoc _ _ (green H z)]
-    _ = _ := by rw [hB, mul_smul_comm, smul_mul_assoc, mul_one]
+  -- sandwich the anti-Hermitian part of z - H between Gᴴ and G
+  have h3 : (green H z)ᴴ * ((z • (1 : Matrix n n ℂ) - H)ᴴ - (z • (1 : Matrix n n ℂ) - H)) *
+      green H z = green H z - (green H z)ᴴ := by
+    rw [mul_sub, sub_mul, h2, one_mul, mul_assoc, h1, mul_one]
+  rw [← h3, hB, mul_smul_comm, smul_mul_assoc, mul_one]
 
 end GreenSubConjTranspose
```

What went wrong. The error is in the middle step of the `calc` chain. There `sub_mul` was meant to expand the outer product on the right, a difference times `green H z`. But the left side also held `(z • 1 - H) * green H z`, which has the same form, and the rewrite took that one, giving `z • 1 * green H z - H * green H z`. The first `mul_assoc` then regrouped the only product of the form `?a * ?b * green H z`. The second found none: `z • 1` is a scalar multiple, not a matrix product, and the right side was still an unexpanded difference times `green H z`.

The repair proves the sandwich identity as `h3`, starting from the product. Its goal has no separate `(z • 1 - H) * green H z`, so after `mul_sub` the rewrite `sub_mul` expands the outer product as intended. Then `h2` and, after one `mul_assoc`, `h1` reduce the two terms to G and G†. The last line uses `h3` backwards and finishes with `hB`, as the old last step did. The change to `hs` is mere tidying.
